# With adjacent boxes as near field, every interaction list on an unbounded lattice has \(6^d-3^d\) boxes

A box at one level of a uniform multipole tree is represented by its integer position \(b\in\mathbb Z^d\), with no size and no charges. The lattice has no edge, so every box has a complete interaction list. The finite simulation cell enters when translations are counted and when pairs of boxes are followed up to a common ancestor. The parent of \(b\) has indices \(\lfloor b_i/2\rfloor\), rounded down for negative indices too.

## A block of side six without a block of side three

Call two boxes of one level adjacent if \(|c_i-b_i|\le 1\) for all \(i\). The interaction list of \(b\) contains each \(c\) that is not adjacent to \(b\) but whose parent is adjacent to the parent of \(b\). Write \(p_i=\lfloor b_i/2\rfloor\). Then
\[
|\lfloor c_i/2\rfloor-p_i|\le 1 \iff 2p_i-2\le c_i\le 2p_i+3 ,
\]
which allows six values per direction and \(6^d\) boxes in all. The boxes adjacent to \(b\) satisfy \(b_i-1\le c_i\le b_i+1\) and number \(3^d\). Since \(b_i\) is \(2p_i\) or \(2p_i+1\), they all lie in the larger block. Removing them leaves \(6^d-3^d\) boxes: 27 in the plane and 189 in space.

Level \(l\) of the cell is \(\{0,\dots,2^l-1\}^d\), with \(2^{dl}\) boxes. Lists cut off at the boundary can only be shorter, so this level needs at most \(2^{dl}(6^d-3^d)\) translations. For \(d\ge1\), let \(S_L=\sum_{l=0}^{L}2^{dl}\). Then \(S_0=1\le 2\), and if \(S_n\le 2\cdot2^{dn}\), then
\[
S_{n+1}\le 2\cdot 2^{dn}+2^{d(n+1)}\le 2\cdot 2^{d(n+1)} .
\]
The total over levels \(0,\dots,L\) is therefore at most \(2(6^d-3^d)2^{dL}\). For \(d=0\) both sides vanish.

## One generation for each far pair

If \(|c_i-b_i|\le1\), the halved and rounded indices also differ by at most 1, so adjacency passes to parents. Take two non-adjacent boxes of level \(L\) of the cell and follow their ancestors. After \(L\) generations both have reached the single box of level 0, so they are adjacent. Adjacency, once gained, is never lost. Hence there is exactly one \(k<L\) for which the \(k\)-th ancestors are not adjacent and their parents are, which is the interaction-list condition.

For a Coulomb solver with a uniform, non-adaptive tree and this interaction list, the bound on the total shows that, at fixed \(d\), the number of multipole-to-local translations grows at most linearly with the number of finest boxes. The cost of one translation, the expansion error and the near-field sum are not modelled, nor are periodic images.

## Boxes, lists and translations in Lean

```lean
import Mathlib

namespace FastMultipoleInteractionList
```

A `Box d` is a function from the \(d\) directions to the integers.

```lean
/-- A box of a uniform level of the tree, labelled by its integer position in `d` dimensions. -/
abbrev Box (d : ℕ) := Fin d → ℤ
```

Integer division by 2 in Lean rounds down, as required.

```lean
variable {d : ℕ}

/-- The parent box, one level coarser: every index is halved and rounded down. -/
def parent (b : Box d) : Box d := fun i => b i / 2

/-- Two boxes of one level are adjacent if they touch or coincide. -/
def Adjacent (b c : Box d) : Prop := ∀ i, |c i - b i| ≤ 1
```

The list is a set in the unbounded lattice, with separation written as a difference of at least 2 in some direction.

```lean
/-- The interaction list of `b`: boxes whose parent is adjacent to the parent of `b`, and which
are at least two boxes away from `b` in some direction. -/
def interactionList (b : Box d) : Set (Box d) :=
  {c | (∀ i, |parent c i - parent b i| ≤ 1) ∧ ∃ i, 2 ≤ |c i - b i|}
```

The two blocks of the count are finite products of integer intervals.

```lean
/-- The block of side six made of the children of all boxes adjacent to the parent of `b`. -/
noncomputable def parentBlock (b : Box d) : Finset (Box d) :=
  Fintype.piFinset fun i => Finset.Icc (2 * (b i / 2) - 2) (2 * (b i / 2) + 3)

/-- The near field of `b`: the block of side three centred at `b`. -/
noncomputable def nearField (b : Box d) : Finset (Box d) :=
  Fintype.piFinset fun i => Finset.Icc (b i - 1) (b i + 1)
```

The half-open interval in `grid` gives the indices \(0,\dots,2^l-1\).

```lean
/-- The boxes of level `l` in the simulation cell, with `2 ^ l` boxes along each edge. -/
noncomputable def grid (d l : ℕ) : Finset (Box d) :=
  Fintype.piFinset fun _ => Finset.Ico (0 : ℤ) (2 ^ l)
```

Translations are ordered pairs, so the two directions between a pair of boxes count separately. Intersecting with the grid cuts the lists off at the boundary.

```lean
/-- The number of multipole-to-local translations at level `l`: ordered pairs of boxes in the
cell, the second in the interaction list of the first. -/
noncomputable def translations (d l : ℕ) : ℕ :=
  ∑ b ∈ grid d l, (interactionList b ∩ (grid d l : Set (Box d))).ncard
```

## The count and its proof

The first lemma identifies "at least 2 in some direction" with "not adjacent".

```lean
/-- A box is in the interaction list exactly if the parents are adjacent and the boxes
themselves are not. -/
theorem mem_interactionList {b c : Box d} :
    c ∈ interactionList b ↔ Adjacent (parent b) (parent c) ∧ ¬ Adjacent b c := by
  refine and_congr Iff.rfl ?_
  unfold Adjacent
  rw [not_forall]
  exact exists_congr fun i => by omega
```

Inheritance of adjacency is checked index by index; `omega` handles the rounding.

```lean
/-- Adjacent boxes have adjacent parents. -/
theorem adjacent_parent {b c : Box d} (h : Adjacent b c) :
    Adjacent (parent b) (parent c) := by
  intro i
  have hi : |c i - b i| ≤ 1 := h i
  simp only [parent]
  rw [abs_le] at hi ⊢
  omega
```

Next, `h6` and `h3` identify the two blocks with adjacency of parents and of boxes, which turns the list into a set difference.

```lean
/-- The interaction list is the block of side six with the near field removed. -/
theorem interactionList_eq (b : Box d) :
    interactionList b = ((parentBlock b \ nearField b : Finset (Box d)) : Set (Box d)) := by
  ext c
  have h6 : c ∈ parentBlock b ↔ Adjacent (parent b) (parent c) := by
    simp only [parentBlock, Fintype.mem_piFinset, Finset.mem_Icc, Adjacent, parent, abs_le]
    exact forall_congr' fun i => by omega
  have h3 : c ∈ nearField b ↔ Adjacent b c := by
    simp only [nearField, Fintype.mem_piFinset, Finset.mem_Icc, Adjacent, abs_le]
    exact forall_congr' fun i => by omega
  rw [Finset.mem_coe, Finset.mem_sdiff, h6, h3, mem_interactionList]
```

The cardinalities are products of 6s and of 3s. The inclusion `hsub` then justifies the subtraction.

```lean
/-- In `d` dimensions every box has exactly `6 ^ d - 3 ^ d` boxes in its interaction list. -/
theorem ncard_interactionList (b : Box d) :
    (interactionList b).ncard = 6 ^ d - 3 ^ d := by
  have h6 : (parentBlock b).card = 6 ^ d := by
    have h : ∀ i, (Finset.Icc (2 * (b i / 2) - 2) (2 * (b i / 2) + 3)).card = 6 :=
      fun i => by rw [Int.card_Icc]; omega
    rw [parentBlock, Fintype.card_piFinset]
    simp only [h, Finset.prod_const, Finset.card_univ, Fintype.card_fin]
  have h3 : (nearField b).card = 3 ^ d := by
    have h : ∀ i, (Finset.Icc (b i - 1) (b i + 1)).card = 3 :=
      fun i => by rw [Int.card_Icc]; omega
    rw [nearField, Fintype.card_piFinset]
    simp only [h, Finset.prod_const, Finset.card_univ, Fintype.card_fin]
  -- the near field lies inside the block of side six
  have hsub : nearField b ⊆ parentBlock b := by
    intro c hc
    simp only [nearField, parentBlock, Fintype.mem_piFinset, Finset.mem_Icc] at hc ⊢
    intro i
    have hi := hc i
    omega
  have hcard := Finset.card_sdiff_add_card_eq_card hsub
  rw [h6, h3] at hcard
  rw [interactionList_eq, Set.ncard_coe_finset]
  exact Nat.eq_sub_of_add_eq hcard

/-- The interaction list has 27 boxes in the plane and 189 boxes in space. -/
theorem ncard_plane_and_space (b : Box 2) (c : Box 3) :
    (interactionList b).ncard = 27 ∧ (interactionList c).ncard = 189 := by
  rw [ncard_interactionList, ncard_interactionList]
  norm_num
```

## Bounds on the translations

For one level, `hgrid` counts the boxes, and each truncated list is bounded by the full one.

```lean
/-- Level `l` needs at most `2 ^ (d * l) * (6 ^ d - 3 ^ d)` translations in total. -/
theorem translations_le (d l : ℕ) :
    translations d l ≤ 2 ^ (d * l) * (6 ^ d - 3 ^ d) := by
  have hgrid : (grid d l).card = 2 ^ (d * l) := by
    have h2 : ((2 : ℤ) ^ l).toNat = 2 ^ l := by
      have h : (2 : ℤ) ^ l = ((2 ^ l : ℕ) : ℤ) := by simp
      rw [h, Int.toNat_natCast]
    rw [grid, Fintype.card_piFinset]
    simp only [Int.card_Ico, sub_zero, Finset.prod_const, Finset.card_univ, Fintype.card_fin]
    rw [h2, ← pow_mul, mul_comm l d]
  rw [← hgrid, translations, ← smul_eq_mul]
  refine Finset.sum_le_card_nsmul _ _ _ fun b _ => ?_
  rw [← ncard_interactionList b]
  refine Set.ncard_le_ncard Set.inter_subset_left ?_
  rw [interactionList_eq]
  exact Finset.finite_toSet _
```

Here `hgeom` is the induction for \(S_L\), and the case \(d=0\) is treated separately.

```lean
/-- All levels `0, …, L` together need at most `2 * (6 ^ d - 3 ^ d) * 2 ^ (d * L)` translations. -/
theorem total_translations_le (d L : ℕ) :
    ∑ l ∈ Finset.range (L + 1), translations d l ≤ 2 * (6 ^ d - 3 ^ d) * 2 ^ (d * L) := by
  -- for `d ≥ 1` the coarser levels together have no more boxes than the finest one
  have hgeom : 1 ≤ d → ∑ l ∈ Finset.range (L + 1), 2 ^ (d * l) ≤ 2 * 2 ^ (d * L) := by
    intro hd
    induction L with
    | zero => simp
    | succ n ih =>
      have h : 2 * 2 ^ (d * n) ≤ 2 ^ (d * (n + 1)) := by
        rw [← pow_succ']
        exact Nat.pow_le_pow_right (by norm_num) (by rw [mul_add_one]; linarith)
      rw [Finset.sum_range_succ]
      linarith
  calc ∑ l ∈ Finset.range (L + 1), translations d l
      ≤ ∑ l ∈ Finset.range (L + 1), 2 ^ (d * l) * (6 ^ d - 3 ^ d) :=
        Finset.sum_le_sum fun l _ => translations_le d l
    _ = (∑ l ∈ Finset.range (L + 1), 2 ^ (d * l)) * (6 ^ d - 3 ^ d) := by
        rw [Finset.sum_mul]
    _ ≤ 2 * 2 ^ (d * L) * (6 ^ d - 3 ^ d) := by
        rcases Nat.eq_zero_or_pos d with hd | hd
        · subst hd
          simp
        · exact Nat.mul_le_mul_right _ (hgeom hd)
    _ = 2 * (6 ^ d - 3 ^ d) * 2 ^ (d * L) := mul_right_comm _ _ _
```

## Existence and uniqueness of the treating generation

In the last theorem `parent^[k]` is the \(k\)-th ancestor, and `∃!` states that exactly one \(k<L\) works. The proof replaces the walk up the tree by induction on \(L\). At \(L=0\) there is only one box and hence no far pair. In the step, if the parents are adjacent, then \(k=0\) works, and `hanc` excludes every later generation. If they are not, \(k=0\) fails, and the unique generation found for the parents is shifted by one.

```lean
/-- For two non-adjacent boxes `b` and `c` of level `L` in the simulation cell there is exactly one
`k < L` such that the `k`-th ancestor of `c` is in the interaction list of the `k`-th ancestor of
`b`. -/
theorem far_pair_treated_once (L : ℕ) : ∀ {b c : Box d}, b ∈ grid d L → c ∈ grid d L →
    ¬ Adjacent b c → ∃! k, k < L ∧ parent^[k] c ∈ interactionList (parent^[k] b) := by
  have hmem : ∀ {l : ℕ} {b : Box d}, b ∈ grid d l ↔ ∀ i, 0 ≤ b i ∧ b i < 2 ^ l := by
    intro l b
    simp only [grid, Fintype.mem_piFinset, Finset.mem_Ico]
  have hpar : ∀ {l : ℕ} {b : Box d}, b ∈ grid d (l + 1) → parent b ∈ grid d l := by
    intro l b hb
    refine hmem.2 fun i => ?_
    have hi := hmem.1 hb i
    rw [pow_succ] at hi
    simp only [parent]
    omega
  -- once adjacent, ancestors stay adjacent
  have hanc : ∀ (n : ℕ) {b c : Box d}, Adjacent b c →
      Adjacent (parent^[n] b) (parent^[n] c) := by
    intro n
    induction n with
    | zero => intro b c h; exact h
    | succ n ih => intro b c h; exact ih (adjacent_parent h)
  induction L with
  | zero =>
    intro b c hb hc h
    refine absurd ?_ h
    intro i
    have h1 := hmem.1 hb i
    have h2 := hmem.1 hc i
    rw [pow_zero] at h1 h2
    rw [abs_le]
    omega
  | succ L ih =>
    intro b c hb hc h
    by_cases hp : Adjacent (parent b) (parent c)
    · refine ⟨0, ⟨Nat.succ_pos _, mem_interactionList.2 ⟨hp, h⟩⟩, ?_⟩
      rintro j ⟨-, hj⟩
      cases j with
      | zero => rfl
      | succ j => exact absurd (hanc j hp) (mem_interactionList.1 hj).2
    · obtain ⟨k, ⟨hk, hm⟩, hu⟩ := ih (hpar hb) (hpar hc) hp
      refine ⟨k + 1, ⟨Nat.succ_lt_succ hk, hm⟩, ?_⟩
      rintro j ⟨hjL, hj⟩
      cases j with
      | zero => exact absurd (mem_interactionList.1 hj).1 hp
      | succ j => exact congrArg Nat.succ (hu j ⟨Nat.lt_of_succ_lt_succ hjL, hj⟩)

end FastMultipoleInteractionList
```

```lean
#print axioms FastMultipoleInteractionList.ncard_interactionList
#print axioms FastMultipoleInteractionList.ncard_plane_and_space
#print axioms FastMultipoleInteractionList.total_translations_le
#print axioms FastMultipoleInteractionList.far_pair_treated_once
```

```
'FastMultipoleInteractionList.ncard_interactionList' depends on axioms: [propext, Classical.choice, Quot.sound]
'FastMultipoleInteractionList.ncard_plane_and_space' depends on axioms: [propext, Classical.choice, Quot.sound]
'FastMultipoleInteractionList.total_translations_le' depends on axioms: [propext, Classical.choice, Quot.sound]
'FastMultipoleInteractionList.far_pair_treated_once' depends on axioms: [propext, Classical.choice, Quot.sound]
```
